# An impurity at least three times as heavy as its Debye host atoms has exactly one resonance below half the cutoff frequency

Take one atom of mass $M$ on a spring, with frequency 1. Replace it by an atom of mass $(1+\lambda)M$ and keep the spring. The new frequency $w$ satisfies $(1+\lambda)w^2=1$, which can be rewritten as

$$\lambda\cdot\frac{-w^2}{w^2-1}=1 .$$

The factor after $\lambda$ belongs to the host alone, and a larger mass excess $\lambda$ pushes $w$ down.

In a Debye crystal the single host frequency 1 becomes a band of frequencies $x\in(0,1)$, in units of the cutoff, with density $3x^2$. If only the mass at one site changes, the amplitude $u$ there obeys $u=-\lambda w^2 g(w)\,u$, where $g(w)=\int_0^1 3x^2/(w^2-x^2)\,dx$. For $w$ inside the band the integrand has a pole, and $g$ acquires an imaginary part, which describes damping. The resonance condition keeps the real part, a principal value (PV):

$$\lambda\Big(-w^2\,\mathrm{PV}\!\int_0^1\frac{3x^2}{w^2-x^2}\,dx\Big)=1 .$$

The code takes this condition as the definition `IsResonance`, with `lam` for $\lambda$; it does not derive it from a lattice. Damping is left out: it broadens the peak in the impurity's vibrational spectrum and moves it away from the root $w$, noticeably near $\lambda=2$ and ever less as $\lambda$ grows. For phonon calculations the result gives a rough estimate of where a heavy impurity disturbs the acoustic modes, within a harmonic model with one mass defect, unchanged force constants and a Debye spectrum.

```lean
import Mathlib

open Filter Topology Set

namespace DebyeHeavyImpurity

noncomputable section
```

The principal value removes a symmetric gap $(c-\varepsilon,c+\varepsilon)$ and lets $\varepsilon$ tend to 0 from above, written `𝓝[>] 0`.

```lean
/-- `I` is the principal value of the integral of `f` over `(a, b)` with a symmetric gap
closing at `c`, for `a < c < b` and `f` integrable away from `c`. -/
def HasPrincipalValue (f : ℝ → ℝ) (a b c I : ℝ) : Prop :=
  Tendsto (fun ε => (∫ x in a..(c - ε), f x) + ∫ x in (c + ε)..b, f x) (𝓝[>] 0) (𝓝 I)

/-- Debye density of states on `(0, 1)`, with frequency in units of the cutoff. -/
def debyeDensity (x : ℝ) : ℝ := 3 * x ^ 2
```

A resonance requires that this limit exists, with some value `I`, and that `I` satisfies the condition.

```lean
/-- Resonance condition at frequency `w` in `(0, 1)` for an impurity of relative mass
excess `lam` in the Debye host. -/
def IsResonance (lam w : ℝ) : Prop :=
  ∃ I, HasPrincipalValue (fun x => debyeDensity x / (w ^ 2 - x ^ 2)) 0 1 w I ∧
    lam * (-w ^ 2 * I) = 1
```

## (a) Integrating on either side of the pole

**Task.** For an interval between $a$ and $b$ that avoids $\pm w$, show that

$$\int_a^b\frac{3x^2}{w^2-x^2}\,dx=P_w(b)-P_w(a),\qquad P_w(x)=3\Big[-x+\frac w2\big(\ln|w+x|-\ln|w-x|\big)\Big].$$

**Solution.** Split the integrand:

$$\frac{3x^2}{w^2-x^2}=-3+\frac{3w^2}{w^2-x^2}=-3+\frac{3w}{2}\Big(\frac1{w+x}+\frac1{w-x}\Big).$$

This is $P_w'(x)$. The integrand is continuous on the interval, so the fundamental theorem of calculus applies.

The proof turns on a Mathlib convention: `Real.log` of a negative number is the logarithm of its absolute value. The derivative rule for `log` therefore asks only for a nonzero argument, and one function, `primitive`, serves on both sides of the pole without absolute values. The hypothesis `h` says that the interval avoids both poles. The definition `response` is first needed in part (c).

```lean
/-- Closed form of the host response, for `0 < w < 1`. -/
def response (w : ℝ) : ℝ := 3 * w ^ 2 * (1 - w / 2 * Real.log ((1 + w) / (1 - w)))

/-- A primitive of the Debye integrand, for `x` different from `w` and `-w`. -/
def primitive (w : ℝ) : ℝ → ℝ :=
  fun x => 3 * (-x + w / 2 * (Real.log (w + x) - Real.log (w - x)))

/-- On an interval that avoids the poles, the Debye integral is a difference of primitives. -/
theorem integral_debye {w a b : ℝ} (h : ∀ x ∈ uIcc a b, w + x ≠ 0 ∧ w - x ≠ 0) :
    ∫ x in a..b, debyeDensity x / (w ^ 2 - x ^ 2) = primitive w b - primitive w a := by
  apply intervalIntegral.integral_eq_sub_of_hasDerivAt
  · intro x hx
    obtain ⟨h1, h2⟩ := h x hx
    have p := ((hasDerivAt_id' x).const_add w).log h1
    have q := ((hasDerivAt_id' x).const_sub w).log h2
    unfold primitive
    refine (((hasDerivAt_id' x).fun_neg.fun_add
      ((p.fun_sub q).const_mul (w / 2))).const_mul 3).congr_deriv ?_
    rw [debyeDensity, show w ^ 2 - x ^ 2 = (w + x) * (w - x) by ring]
    field_simp
    ring
  · apply ContinuousOn.intervalIntegrable
    unfold debyeDensity
    apply ContinuousOn.div (by fun_prop) (by fun_prop)
    intro x hx
    rw [sq_sub_sq]
    exact mul_ne_zero (h x hx).1 (h x hx).2
```

## (b) Closing the gap

**Task.** For $0<w<1$, show that

$$\mathrm{PV}\!\int_0^1\frac{3x^2}{w^2-x^2}\,dx=3\Big[\frac w2\ln\frac{1+w}{1-w}-1\Big].$$

**Solution.** Let $0<\varepsilon<\min(w,1-w)$. Since $P_w(0)=0$, the two cut integrals are

$$P_w(w-\varepsilon)=3\Big[-w+\varepsilon+\frac w2\big(\ln(2w-\varepsilon)-\ln\varepsilon\big)\Big],$$

$$P_w(1)-P_w(w+\varepsilon)=3\Big[-1+w+\varepsilon+\frac w2\Big(\ln\frac{1+w}{1-w}-\ln(2w+\varepsilon)+\ln\varepsilon\Big)\Big].$$

In the sum the $\ln\varepsilon$ terms cancel:

$$3\Big[2\varepsilon-1+\frac w2\Big(\ln\frac{1+w}{1-w}+\ln\frac{2w-\varepsilon}{2w+\varepsilon}\Big)\Big].$$

The last logarithm tends to 0, which gives the claim.

In Lean, `key` is the limit of this combined expression. The step `key.congr'` transfers it to the cut integrals, which agree with the expression for all small positive $\varepsilon$.

```lean
/-- The principal value of the Debye integral at a frequency inside the band. -/
theorem principalValue_debye {w : ℝ} (h0 : 0 < w) (h1 : w < 1) :
    HasPrincipalValue (fun x => debyeDensity x / (w ^ 2 - x ^ 2)) 0 1 w
      (3 * (w / 2 * Real.log ((1 + w) / (1 - w)) - 1)) := by
  have e : Tendsto (fun ε : ℝ => ε) (𝓝[>] 0) (𝓝 0) := tendsto_id.mono_left nhdsWithin_le_nhds
  have p := (e.const_sub (2 * w)).log (by simpa using h0.ne')
  have q := (e.const_add (2 * w)).log (by simpa using h0.ne')
  have key := (((e.const_mul 2).sub_const 1).add
    (((p.sub q).const_add (Real.log (1 + w) - Real.log (1 - w))).const_mul (w / 2))).const_mul 3
  have hval : 3 * (w / 2 * Real.log ((1 + w) / (1 - w)) - 1) =
      3 * (2 * 0 - 1 + w / 2 * (Real.log (1 + w) - Real.log (1 - w) +
        (Real.log (2 * w - 0) - Real.log (2 * w + 0)))) := by
    rw [Real.log_div (by positivity) (sub_pos.2 h1).ne']
    simp only [sub_zero, add_zero]
    ring
  unfold HasPrincipalValue
  rw [hval]
  refine key.congr' ?_
  filter_upwards [Ioo_mem_nhdsGT h0, Ioo_mem_nhdsGT (sub_pos.2 h1)] with ε hε hε'
  obtain ⟨a1, a2⟩ := hε
  have a3 := hε'.2
  have i1 := integral_debye (w := w) (a := 0) (b := w - ε) (by
    intro x hx
    rw [uIcc_of_le (by linarith)] at hx
    have u : 0 < w + x := by linarith [hx.1]
    have v : 0 < w - x := by linarith [hx.2]
    exact ⟨u.ne', v.ne'⟩)
  have i2 := integral_debye (w := w) (a := w + ε) (b := 1) (by
    intro x hx
    rw [uIcc_of_le (by linarith)] at hx
    have u : 0 < w + x := by linarith [hx.1]
    have v : w - x < 0 := by linarith [hx.1]
    exact ⟨u.ne', v.ne⟩)
  show _ = (∫ x in (0 : ℝ)..(w - ε), debyeDensity x / (w ^ 2 - x ^ 2)) +
    ∫ x in (w + ε)..1, debyeDensity x / (w ^ 2 - x ^ 2)
  -- the divergent terms `log ε` from the two sides cancel
  have l1 : Real.log (w - 1) = Real.log (1 - w) := by rw [← Real.log_neg_eq_log, neg_sub]
  have l2 : Real.log (w - (w + ε)) = Real.log ε := by
    rw [show w - (w + ε) = -ε by ring, Real.log_neg_eq_log]
  rw [i1, i2]
  unfold primitive
  rw [l1, l2, show w - (w - ε) = ε by ring, show w + (w - ε) = 2 * w - ε by ring,
    show w + (w + ε) = 2 * w + ε by ring, add_comm w 1, add_zero, sub_zero]
  ring
```

## (c) The condition without an integral

**Task.** For $0<w<1$, show that $w$ is a resonance exactly when

$$\lambda h(w)=1,\qquad h(w)=3w^2\Big[1-\frac w2\ln\frac{1+w}{1-w}\Big].$$

**Solution.** Multiply the value from (b) by $-w^2$; the product is $h(w)$. A limit is unique, so the `I` in the definition can only be the value from (b). That is the role of `tendsto_nhds_unique`. The function $h$ is `response`.

```lean
/-- Inside the band, the resonance condition reads `lam * response w = 1`. -/
theorem isResonance_iff {lam w : ℝ} (h0 : 0 < w) (h1 : w < 1) :
    IsResonance lam w ↔ lam * response w = 1 := by
  have pv := principalValue_debye h0 h1
  have e : -w ^ 2 * (3 * (w / 2 * Real.log ((1 + w) / (1 - w)) - 1)) = response w := by
    unfold response
    ring
  constructor
  · rintro ⟨I, hI, h⟩
    rw [tendsto_nhds_unique hI pv, e] at h
    exact h
  · intro h
    exact ⟨_, pv, by rw [e]; exact h⟩
```

## (d) Bounding the logarithm

**Task.** Write $L(w)=\ln\frac{1+w}{1-w}$. For $0<w\le\frac12$, show that

$$0<L(w)\le 4w .$$

**Solution.** The argument of the logarithm exceeds 1, so $L(w)>0$. From $\ln y\le y-1$ and $1-w\ge\frac12$,

$$L(w)\le\frac{1+w}{1-w}-1=\frac{2w}{1-w}\le4w .$$

```lean
/-- In the lower half of the band the logarithm in the response lies between `0` and `4 w`. -/
theorem log_bounds {w : ℝ} (h0 : 0 < w) (h1 : w ≤ 1 / 2) :
    0 < Real.log ((1 + w) / (1 - w)) ∧ Real.log ((1 + w) / (1 - w)) ≤ 4 * w := by
  have hd : 0 < 1 - w := by linarith
  constructor
  · apply Real.log_pos
    rw [lt_div_iff₀ hd]
    linarith
  · have h := Real.log_le_sub_one_of_pos (div_pos (by linarith : 0 < 1 + w) hd)
    have h2 : (1 + w) / (1 - w) ≤ 1 + 4 * w := by
      rw [div_le_iff₀ hd]
      nlinarith [mul_nonneg h0.le (by linarith : 0 ≤ 1 - 2 * w)]
    linarith
```

## (e) Slope of the host response

**Task.** For $-1<w<1$, show that

$$h'(w)=6w-\frac92w^2L(w)-\frac{3w^3}{(1+w)(1-w)} .$$

**Solution.** Write $h=3w^2-\frac32w^3L$ and use the product rule with

$$L'(w)=\frac1{1+w}+\frac1{1-w}=\frac2{(1+w)(1-w)} .$$

In the code, `q` is this derivative of $L$.

```lean
/-- The derivative of the host response with respect to frequency. -/
theorem hasDerivAt_response {w : ℝ} (h0 : -1 < w) (h1 : w < 1) :
    HasDerivAt response (6 * w - 9 / 2 * (w ^ 2 * Real.log ((1 + w) / (1 - w)))
      - 3 * w ^ 3 / ((1 + w) * (1 - w))) w := by
  have hp : 1 + w ≠ 0 := by linarith [h0] |> fun h : 0 < 1 + w => h.ne'
  have hm : 1 - w ≠ 0 := (sub_pos.2 h1).ne'
  have q : HasDerivAt (fun x : ℝ => Real.log ((1 + x) / (1 - x)))
      (2 / ((1 + w) * (1 - w))) w := by
    refine ((((hasDerivAt_id' w).const_add 1).fun_div
      ((hasDerivAt_id' w).const_sub 1) hm).log (div_ne_zero hp hm)).congr_deriv ?_
    field_simp
    ring
  have s : HasDerivAt (fun x : ℝ => x ^ 2) (2 * w) w := by simpa using hasDerivAt_pow 2 w
  unfold response
  refine ((s.const_mul 3).fun_mul
    ((((hasDerivAt_id' w).div_const 2).fun_mul q).const_sub 1)).congr_deriv ?_
  ring
```

## (f) Monotonicity in the lower half of the band

**Task.** Show that

$$0\le u<v\le\tfrac12\quad\Longrightarrow\quad h(u)<h(v).$$

**Solution.** Let $0<w<\frac12$. By (d), $\frac92w^2L(w)\le18w^3$. Since $4w^2\le1$, we have $3w^2\le1-w^2$, so the last term of $h'$ is at most $w$ in size. Hence

$$h'(w)\ge5w-18w^3=w(5-18w^2)>0 .$$

Together with continuity on the closed interval, this gives strict monotonicity. The two estimates are `hL` and `hD`.

```lean
/-- The host response increases strictly with frequency in the lower half of the band. -/
theorem response_strictMonoOn : StrictMonoOn response (Icc 0 (1 / 2)) := by
  apply strictMonoOn_of_deriv_pos (convex_Icc _ _)
  · intro x hx
    exact (hasDerivAt_response (by linarith [hx.1])
      (by linarith [hx.2])).continuousAt.continuousWithinAt
  · intro x hx
    rw [interior_Icc] at hx
    obtain ⟨h0, h1⟩ := hx
    rw [(hasDerivAt_response (by linarith) (by linarith)).deriv]
    have hk : 0 ≤ x * (1 - 4 * x ^ 2) := mul_nonneg h0.le (by nlinarith)
    have hD : 3 * x ^ 3 / ((1 + x) * (1 - x)) ≤ x := by
      rw [div_le_iff₀ (mul_pos (by linarith) (by linarith))]
      nlinarith
    have hL := mul_le_mul_of_nonneg_left (log_bounds h0 h1.le).2 (sq_nonneg x)
    nlinarith
```

## (g) Existence and uniqueness

**Task.** For $\lambda\ge2$, show that

$$\exists!\,w\in(0,\tfrac12):\ \lambda h(w)=1 .$$

**Solution.** At the ends, $h(0)=0$ and $h(\frac12)=\frac34\big(1-\frac14\ln3\big)$. The second value exceeds $\frac12$ because $\ln3=\ln2+\ln\frac32<0.7+0.5<\frac43$. So

$$0<\frac1\lambda\le\frac12<h(\tfrac12).$$

The intermediate value theorem gives a root, and (f) excludes a second one. Lean states the result for `IsResonance` itself, passing through (c).

Uniqueness refers to the lower half only. Since $h(w)\to-\infty$ as $w\to1$, the equation has a further root above $\frac12$, which the theorem leaves aside.

```lean
/-- For mass excess at least `2` there is exactly one resonance in the lower half of the band. -/
theorem existsUnique_resonance {lam : ℝ} (hlam : 2 ≤ lam) :
    ∃! w, w ∈ Ioo (0 : ℝ) (1 / 2) ∧ IsResonance lam w := by
  have hpos : 0 < lam := by linarith
  have l3 : Real.log 3 < 4 / 3 := by
    have h : Real.log 3 = Real.log 2 + Real.log (3 / 2) := by
      rw [← Real.log_mul (by norm_num) (by norm_num)]
      norm_num
    linarith [Real.log_two_lt_d9, Real.log_le_sub_one_of_pos (show (0 : ℝ) < 3 / 2 by norm_num)]
  have hhalf : 1 / 2 < response (1 / 2) := by
    rw [response, show ((1 : ℝ) + 1 / 2) / (1 - 1 / 2) = 3 by norm_num]
    linarith
  have hzero : response 0 = 0 := by simp [response]
  have hcont : ContinuousOn response (Icc 0 (1 / 2)) := fun x hx =>
    (hasDerivAt_response (by linarith [hx.1])
      (by linarith [hx.2])).continuousAt.continuousWithinAt
  have hinv : 1 / lam ≤ 1 / 2 := by
    rw [div_le_iff₀ hpos]
    linarith
  -- the response passes through the value `1 / lam`
  obtain ⟨w, hw, he⟩ := intermediate_value_Ioo (by norm_num : (0 : ℝ) ≤ 1 / 2) hcont
    (show 1 / lam ∈ Ioo (response 0) (response (1 / 2)) from
      ⟨by rw [hzero]; positivity, by linarith⟩)
  have hres : lam * response w = 1 := by
    rw [he]
    field_simp
  refine ⟨w, ⟨hw, (isResonance_iff hw.1 (by linarith [hw.2])).2 hres⟩, ?_⟩
  rintro v ⟨hv, hr⟩
  have hr' := (isResonance_iff hv.1 (by linarith [hv.2])).1 hr
  exact response_strictMonoOn.injOn ⟨hv.1.le, hv.2.le⟩ ⟨hw.1.le, hw.2.le⟩
    (mul_left_cancel₀ hpos.ne' (hr'.trans hres.symm))
```

## (h) How far the resonance is from its limit

**Task.** For any resonance $w\in(0,\frac12)$, show that

$$1<3\lambda w^2\le1+\frac{8}{3\lambda} .$$

**Solution.** Put $t=\frac w2L(w)$ and $y=3\lambda w^2$. By (d), $0<t\le2w^2<\frac12$. The resonance condition reads $y(1-t)=1$, so $\lambda>0$ and $1<y<2$. Then

$$y-1=yt\le2w^2y=\frac{2y^2}{3\lambda}\le\frac8{3\lambda} .$$

**A numerical instance.** At $w=\frac13$ the logarithm is $\ln2$, so $h(\frac13)=\frac13\big(1-\frac{\ln2}6\big)\approx0.2948$. This is the resonance for $\lambda\approx3.392$. There $3\lambda w^2\approx1.131$, and the upper bound is about $1.786$.

```lean
/-- Two-sided bound on `3 lam w ^ 2` for a resonance in the lower half of the band. -/
theorem resonance_bounds {lam w : ℝ} (hw : w ∈ Ioo (0 : ℝ) (1 / 2)) (h : IsResonance lam w) :
    1 < 3 * lam * w ^ 2 ∧ 3 * lam * w ^ 2 ≤ 1 + 8 / (3 * lam) := by
  obtain ⟨h0, h1⟩ := hw
  have hr := (isResonance_iff h0 (by linarith)).1 h
  obtain ⟨hL0, hL1⟩ := log_bounds h0 h1.le
  unfold response at hr
  obtain ⟨t, ht⟩ : ∃ t, t = w / 2 * Real.log ((1 + w) / (1 - w)) := ⟨_, rfl⟩
  rw [← ht] at hr
  have t0 : 0 < t := by rw [ht]; positivity
  have t1 : t ≤ 2 * w ^ 2 := by
    rw [ht]
    nlinarith [mul_le_mul_of_nonneg_left hL1 h0.le]
  have t2 : t < 1 / 2 := by nlinarith
  have hlam : 0 < lam := by
    by_contra hn
    have hp : 0 < 3 * w ^ 2 * (1 - t) := mul_pos (by positivity) (by linarith)
    nlinarith [mul_nonneg (by linarith : 0 ≤ -lam) hp.le]
  obtain ⟨y, hy⟩ : ∃ y, y = 3 * lam * w ^ 2 := ⟨_, rfl⟩
  have y0 : 0 < y := by rw [hy]; positivity
  have hyt : y - y * t = 1 := by rw [hy]; linarith
  have y2 : y ≤ 2 := by nlinarith [mul_pos y0 (by linarith : 0 < 1 / 2 - t)]
  rw [← hy]
  refine ⟨by linarith [mul_pos y0 t0], ?_⟩
  have hb : y - 1 ≤ 8 / (3 * lam) := by
    rw [le_div_iff₀ (by positivity)]
    calc (y - 1) * (3 * lam) ≤ (y * (2 * w ^ 2)) * (3 * lam) := by
          apply mul_le_mul_of_nonneg_right _ (by positivity)
          linarith [mul_le_mul_of_nonneg_left t1 y0.le]
      _ = 2 * y ^ 2 := by rw [hy]; ring
      _ ≤ 8 := by nlinarith
  linarith
```

## (i) A minimum mass excess

**Task.** Show that a resonance in $(0,\frac12)$ requires

$$\lambda>\tfrac43 .$$

**Solution.** By (h) and $w^2<\frac14$, we have $1<3\lambda w^2<\frac34\lambda$. This condition is necessary but not sufficient: by (f), a resonance in $(0,\frac12)$ exists exactly when $\lambda>1/h(\frac12)\approx1.84$.

```lean
/-- A resonance in the lower half of the band requires a mass excess above `4 / 3`. -/
theorem massExcess_gt {lam w : ℝ} (hw : w ∈ Ioo (0 : ℝ) (1 / 2)) (h : IsResonance lam w) :
    4 / 3 < lam := by
  have hb := (resonance_bounds hw h).1
  have hq : w ^ 2 < 1 / 4 := by nlinarith [hw.1, hw.2]
  by_contra hn
  nlinarith [mul_le_mul_of_nonneg_right (not_lt.1 hn) (sq_nonneg w)]
```

## (j) The heavy-impurity limit

**Task.** Let $w(\lambda)$ be the resonance from (g). Show that

$$\lim_{\lambda\to\infty}3\lambda\,w(\lambda)^2=1 .$$

**Solution.** Both bounds in (h) tend to 1, so the quantity between them does too. In Lean, `w` is any function that picks a resonance in $(0,\frac12)$ for every $\lambda\ge2$; its values at smaller $\lambda$ play no part.

Thus $w\approx1/\sqrt{3\lambda}$ for a heavy impurity. The single oscillator at the start has $w\approx1/\sqrt\lambda$; the factor 3 is the Debye average of $x^{-2}$.

```lean
/-- Heavy-impurity limit: along the resonances in the lower half of the band,
`3 lam w ^ 2` tends to `1` as the mass excess grows. -/
theorem heavy_impurity_limit (w : ℝ → ℝ)
    (hw : ∀ lam, 2 ≤ lam → w lam ∈ Ioo (0 : ℝ) (1 / 2) ∧ IsResonance lam (w lam)) :
    Tendsto (fun lam => 3 * lam * w lam ^ 2) atTop (𝓝 1) := by
  have h : Tendsto (fun lam : ℝ => 1 + 8 / (3 * lam)) atTop (𝓝 (1 + 0)) :=
    (Tendsto.const_div_atTop
      (tendsto_id.const_mul_atTop (by norm_num : (0 : ℝ) < 3)) 8).const_add 1
  rw [add_zero] at h
  apply tendsto_of_tendsto_of_tendsto_of_le_of_le' tendsto_const_nhds h
  · filter_upwards [eventually_ge_atTop 2] with lam hl
    exact (resonance_bounds (hw lam hl).1 (hw lam hl).2).1.le
  · filter_upwards [eventually_ge_atTop 2] with lam hl
    exact (resonance_bounds (hw lam hl).1 (hw lam hl).2).2

end

end DebyeHeavyImpurity
```

```lean
#print axioms DebyeHeavyImpurity.existsUnique_resonance
-- 'DebyeHeavyImpurity.existsUnique_resonance' depends on axioms: [propext, Classical.choice, Quot.sound]
#print axioms DebyeHeavyImpurity.massExcess_gt
-- 'DebyeHeavyImpurity.massExcess_gt' depends on axioms: [propext, Classical.choice, Quot.sound]
#print axioms DebyeHeavyImpurity.heavy_impurity_limit
-- 'DebyeHeavyImpurity.heavy_impurity_limit' depends on axioms: [propext, Classical.choice, Quot.sound]
```
